# The phase factors of the plane group p2gg at the zone-boundary point X

When two operations of the plane group p2gg are multiplied, their chosen fractional translations may leave over a translation v, which at wave vector k gives the factor exp(−2πi k·v). The theorem gives this factor in closed form at X = (1/2, 0), for every ordered pair of point operations, each written as a pair of signs for x and y. The factor is −1 when the first operation reverses y and the second is one of the two reflections, and 1 otherwise. The statement concerns the symmetry operations alone, with translations (1/2, 1/2) for the reflections and zero for the identity and half-turn; no Hamiltonian enters. The proof runs through the sixteen choices of sign to show that k·v is 0 or ±1/2, with the closed form equal to 1 or −1 to match, and then evaluates the exponential.

Lean 4 with Mathlib refuses this proof:

```lean
import Mathlib

open Matrix

namespace BandSticking

noncomputable section

variable {G d n : Type*} [Group G] [Fintype d] [DecidableEq d] [Fintype n] [DecidableEq n]

/-- The Bloch phase `exp(-2πi x)`. -/
def phase (x : ℝ) : ℂ := Complex.exp (-2 * Real.pi * Complex.I * x)

/-- The translation `v(g,h) = t_g + R_g t_h - t_gh` left over when two space-group
operations are multiplied. -/
def defect (R : G →* Matrix d d ℝ) (t : G → d → ℝ) (g h : G) : d → ℝ :=
  t g + R g *ᵥ t h - t (g * h)

/-- The factor `w(g,h) = exp(-2πi k·v(g,h))` at wave vector `k`. -/
def factor (R : G →* Matrix d d ℝ) (t : G → d → ℝ) (k : d → ℝ) (g h : G) : ℂ :=
  phase (k ⬝ᵥ defect R t g h)

/-- The point group of the plane group p2gg: independent sign changes of `x` and `y`. -/
def glideR : ℤˣ × ℤˣ →* Matrix (Fin 2) (Fin 2) ℝ where
  toFun p := !![((p.1 : ℤ) : ℝ), 0; 0, ((p.2 : ℤ) : ℝ)]
  map_one' := by
    ext i j
    fin_cases i <;> fin_cases j <;> simp
  map_mul' p q := by
    ext i j
    fin_cases i <;> fin_cases j <;> simp [Matrix.mul_apply, Fin.sum_univ_two]

/-- The fractional translations of p2gg: `(1/2, 1/2)` for the two reflections, zero for the
identity and the half-turn. -/
def glideT (p : ℤˣ × ℤˣ) : Fin 2 → ℝ :=
  fun _ => (1 - ((p.1 : ℤ) : ℝ) * ((p.2 : ℤ) : ℝ)) / 4

/-- The zone-boundary point `X = (1/2, 0)`. -/
def pointX : Fin 2 → ℝ := ![1 / 2, 0]

/-- The factors of p2gg at `X` in closed form, in terms of the signs of the operations. -/
theorem p2gg_factor (p q : ℤˣ × ℤˣ) :
    factor glideR glideT pointX p q
      = (1 + ((p.2 : ℤ) : ℂ) + ((q.1 : ℤ) : ℂ) * ((q.2 : ℤ) : ℂ)
          - ((p.2 : ℤ) : ℂ) * (((q.1 : ℤ) : ℂ) * ((q.2 : ℤ) : ℂ))) / 2 := by
  obtain ⟨a, b⟩ := p
  obtain ⟨c, d⟩ := q
  -- k·v is 0 or ±1/2, and the closed form is 1 or -1 accordingly
  have key : ∀ W : ℂ, W = (1 + ((b : ℤ) : ℂ) + ((c : ℤ) : ℂ) * ((d : ℤ) : ℂ)
          - ((b : ℤ) : ℂ) * (((c : ℤ) : ℂ) * ((d : ℤ) : ℂ))) / 2 →
      (pointX ⬝ᵥ defect glideR glideT (a, b) (c, d) = 0 ∧ W = 1) ∨
      (pointX ⬝ᵥ defect glideR glideT (a, b) (c, d) = 1 / 2 ∧ W = -1) ∨
      (pointX ⬝ᵥ defect glideR glideT (a, b) (c, d) = -1 / 2 ∧ W = -1) := by
    rintro W rfl
    rcases Int.units_eq_one_or a with rfl | rfl <;>
    rcases Int.units_eq_one_or b with rfl | rfl <;>
    rcases Int.units_eq_one_or c with rfl | rfl <;>
    rcases Int.units_eq_one_or d with rfl | rfl <;>
    norm_num [pointX, defect, glideR, glideT, dotProduct, Matrix.mulVec, Fin.sum_univ_two]
  rcases key _ rfl with ⟨h1, h2⟩ | ⟨h1, h2⟩ | ⟨h1, h2⟩
  · rw [factor, h1, h2]
    simp [phase]
  · rw [factor, h1, h2, phase,
      show -2 * (Real.pi : ℂ) * Complex.I * ((1 / 2 : ℝ) : ℂ) = -(Real.pi * Complex.I) by
        push_cast; ring, Complex.exp_neg, Complex.exp_pi_mul_I]
    norm_num
  · rw [factor, h1, h2, phase,
      show -2 * (Real.pi : ℂ) * Complex.I * ((-1 / 2 : ℝ) : ℂ) = Real.pi * Complex.I by
        push_cast; ring, Complex.exp_pi_mul_I]

end

end BandSticking
```

Compiling this gives:

```
Main.lean:53:74: error: unsolved goals
case inl.inl.inl.inl
⊢ vecHead (glideT (1, 1)) = 0

case inl.inl.inl.inr
⊢ vecHead (glideT (1, 1)) = 0

case inl.inl.inr.inl
⊢ vecHead (glideT (1, 1)) = 0

case inl.inl.inr.inr
⊢ vecHead (glideT (1, 1)) = 0

case inl.inr.inl.inl
⊢ vecHead (glideT (1, -1)) - 1 / 2 = 0

case inl.inr.inl.inr
⊢ vecHead (glideT (1, -1)) + 1 / 2 = 1 ∨ 1 / 2 * (vecHead (glideT (1, -1)) + 1 / 2) = -(1 / 2)

case inl.inr.inr.inl
⊢ vecHead (glideT (1, -1)) + 1 / 2 = 1 ∨ 1 / 2 * (vecHead (glideT (1, -1)) + 1 / 2) = -(1 / 2)

case inl.inr.inr.inr
⊢ vecHead (glideT (1, -1)) - 1 / 2 = 0

case inr.inl.inl.inl
⊢ vecHead (glideT (-1, 1)) - 1 / 2 = 0

case inr.inl.inl.inr
⊢ vecHead (glideT (-1, 1)) + -(1 / 2) = 0

case inr.inl.inr.inl
⊢ vecHead (glideT (-1, 1)) + -(1 / 2) = 0

case inr.inl.inr.inr
⊢ vecHead (glideT (-1, 1)) - 1 / 2 = 0

case inr.inr.inl.inl
⊢ vecHead (glideT (-1, -1)) = 0

case inr.inr.inl.inr
⊢ vecHead (glideT (-1, -1)) + -(1 / 2) - 1 / 2 = 1 ∨ 1 / 2 * (vecHead (glideT (-1, -1)) + -(1 / 2) - 1 / 2) = -(1 / 2)

case inr.inr.inr.inl
⊢ vecHead (glideT (-1, -1)) + -(1 / 2) - 1 / 2 = 1 ∨ 1 / 2 * (vecHead (glideT (-1, -1)) + -(1 / 2) - 1 / 2) = -(1 / 2)

case inr.inr.inr.inr
⊢ vecHead (glideT (-1, -1)) = 0
```

Cause. The single error lists sixteen unsolved goals, one for each choice of signs in `key`. All of them are true, and in each `norm_num` has stopped at a term such as `vecHead (glideT (1, -1))`, the first entry of a translation vector.

`glideT` was already in the simp list, but it is defined as a function of an index, and simp unfolds it only where an index is supplied. Simplification had introduced `vecHead`, which hides that index, and the list gave no leave to unfold it. The arithmetic therefore could not be finished.

Adding `Matrix.vecHead` turns the term into `glideT (1, -1) 0`. Now `glideT` unfolds to a number, and `norm_num` can settle the equalities and the remaining "or" goals.

The diff also adds `Matrix.vecTail`, the companion definition for the rest of a vector. It occurs in none of the goals shown, so the messages give no sign that it was needed.

The repair, with which the file compiles:

```diff
@@ -57,5 +57,6 @@
     rcases Int.units_eq_one_or c with rfl | rfl <;>
     rcases Int.units_eq_one_or d with rfl | rfl <;>
-    norm_num [pointX, defect, glideR, glideT, dotProduct, Matrix.mulVec, Fin.sum_univ_two]
+    norm_num [pointX, defect, glideR, glideT, dotProduct, Matrix.mulVec, Fin.sum_univ_two,
+      Matrix.vecHead, Matrix.vecTail]
   rcases key _ rfl with ⟨h1, h2⟩ | ⟨h1, h2⟩ | ⟨h1, h2⟩
   · rw [factor, h1, h2]
```
